# Truncating an F12 projector to a nested one adds a positive semidefinite error to X, while the error in V can have either sign

Where two electrons meet, the wavefunction has a cusp that products of orbitals describe poorly. My MP2-F12 calculation therefore adds orbital pairs multiplied by a function of the interelectronic distance. A projector makes them orthogonal to every product that contains an occupied orbital and to all products of two virtual orbitals. Its occupied part, taken exactly, would bring in three-electron integrals, so it is approximated with an auxiliary basis, the resolution of the identity (RI).

When I enlarge the auxiliary basis by adding functions to it, the diagonal elements of the intermediate $X$ only ever go down. The elements of $V$ go up for some pairs and down for others. Both intermediates contain the same projector, so why does one converge from above and the other from anywhere? Should I suspect my $V$ code?

## Both errors are overlaps of what the truncation loses

The pattern is no reason to suspect the code. The truncation error is an inner product of two lost components. In a diagonal element of $X$ the two are the same vector, so the error is a squared norm. In $V$ they belong to different functions, and their overlap can have any sign.

Write $f_i$ for the correlation functions (geminals), $g$ for the Coulomb operator $r_{12}^{-1}$ applied to an orbital pair, and $P$ for the projector to be removed. Then

$$X_{ij}=\langle f_i,(1-P)f_j\rangle,\qquad V_i=\langle f_i,(1-P)g\rangle .$$

In a common choice, $P=o_1+o_2-o_1o_2+v_1v_2$, where $o$ and $v$ project onto occupied and virtual orbitals and the subscript names the electron. The RI replaces $o_1$ by $o_1r_2$ and $o_2$ by $r_1o_2$, where $r$ projects onto the orbital and auxiliary functions together. The result is again an orthogonal projector, and it grows when the space of $r$ grows. This identification is ordinary operator algebra, and the Lean development begins after it, with two given projectors.

Let $P'$ be the truncated projector, with range inside that of $P$, so that $PP'=P'$. Both are idempotent and self-adjoint. For all $x,y$,

$$\langle P'Px,y\rangle=\langle Px,P'y\rangle=\langle x,PP'y\rangle=\langle x,P'y\rangle=\langle P'x,y\rangle ,$$

and hence $P'P=P'$ as well. Set $D=P-P'$, which extracts the component lost in the truncation. For any $f$ and $g$,

$$\begin{aligned}
\langle Df,Dg\rangle&=\langle Pf,Pg\rangle-\langle Pf,P'g\rangle-\langle P'f,Pg\rangle+\langle P'f,P'g\rangle\\
&=\langle f,Pg\rangle-\langle f,PP'g\rangle-\langle f,P'Pg\rangle+\langle f,P'g\rangle\\
&=\langle f,Pg\rangle-\langle f,P'g\rangle .
\end{aligned}$$

The last line is the truncated element minus the reference element:

$$\langle f,(1-P')g\rangle-\langle f,(1-P)g\rangle=\langle Df,Dg\rangle .$$

For $X$, let $\Delta X$ be the truncated matrix minus the reference matrix. With coefficients $c_i$,

$$\sum_{ij}c_i^*\,\Delta X_{ij}\,c_j=\Big\langle D\sum_i c_if_i,\;D\sum_j c_jf_j\Big\rangle=\Big\|D\sum_i c_if_i\Big\|^2\ge 0 .$$

Since $\Delta X_{ji}^*=\Delta X_{ij}$, the error matrix is Hermitian and positive semidefinite. If $\Delta X=0$, its diagonal gives $\|Df_i\|^2=0$, so $P'f_i=Pf_i$ for every $i$. Conversely, if the projectors agree on every $f_i$, then $X$ is unchanged.

The argument uses only the nesting, so $P$ may also be the truncated projector of a larger auxiliary basis that contains the first. Each such enlargement therefore lowers a diagonal element of $X$ or leaves it unchanged, which is the descent you see.

For $V$, the Cauchy–Schwarz inequality gives $|\Delta V|\le\|Df\|\,\|Dg\|$. To see that the sign is free, suppose $Df\neq0$, choose any complex number $z$ and put $g=(z/\|Df\|^2)f$. Then

$$\langle Df,Dg\rangle=\frac{z}{\|Df\|^2}\,\|Df\|^2=z,\qquad \|Df\|\,\|Dg\|=\|Df\|\,\frac{|z|}{\|Df\|^2}\,\|Df\|=|z| .$$

Every value occurs, positive and negative ones included, and the bound is attained.

### Three components are enough to see both signs

Take $\mathbb C^3$ with $P$ projecting onto the first two axes and $P'$ onto the first, so that $D$ keeps the second component. Let $f_1=(1,1,1)$, $f_2=(0,-2,1)$ and $g=(2,3,1)$. Then

$$X=\begin{pmatrix}1&1\\1&1\end{pmatrix},\qquad X'=\begin{pmatrix}2&-1\\-1&5\end{pmatrix},\qquad \Delta X=\begin{pmatrix}1&-2\\-2&4\end{pmatrix}.$$

The eigenvalues of $\Delta X$ are $0$ and $5$. Its off-diagonal elements are negative, which positive semidefiniteness allows. For $V$, the reference values are $(1,1)$ and the truncated ones $(4,-5)$. The errors are $+3$ and $-6$ for the same $g$, and they reach the bounds $1\cdot3$ and $2\cdot3$ because only one dimension is lost.

### The statements in Lean

```lean
import Mathlib

open Matrix
open scoped ComplexOrder

namespace F12RITruncation

noncomputable section

variable {E : Type*} [NormedAddCommGroup E] [InnerProductSpace ℂ E]
variable {ι : Type*}

/-- An orthogonal projector: a linear map that is idempotent and symmetric. -/
structure IsOrthProj (P : E →ₗ[ℂ] E) : Prop where
  idem : ∀ x, P (P x) = P x
  symm : ∀ x y, inner ℂ (P x) y = inner ℂ x (P y)

/-- Nested orthogonal projectors `P' ≤ P`: the larger one leaves the range of the smaller one
unchanged. -/
structure Nested (P' P : E →ₗ[ℂ] E) : Prop where
  small : IsOrthProj P'
  large : IsOrthProj P
  le : ∀ x, P (P' x) = P' x

/-- The intermediate `V = ⟨f, (1 - P) g⟩`, with a linear map `P` in the place of the projector to be
removed. -/
def intermediateV (P : E →ₗ[ℂ] E) (f g : E) : ℂ := inner ℂ f (g - P g)

/-- The intermediate `X`, the matrix with elements `⟨f_i, (1 - P) f_j⟩`. -/
def intermediateX (P : E →ₗ[ℂ] E) (f : ι → E) : Matrix ι ι ℂ :=
  Matrix.of fun i j => intermediateV P (f i) (f j)

/-- For nested orthogonal projectors, the smaller one also absorbs the larger one from the
right: `P' P = P'`. -/
theorem Nested.absorb {P' P : E →ₗ[ℂ] E} (h : Nested P' P) (x : E) : P' (P x) = P' x := by
  refine ext_inner_right ℂ fun y => ?_
  rw [h.small.symm, h.large.symm, h.le, h.small.symm]

/-- For nested orthogonal projectors, truncating `P` to `P'` changes `⟨f, (1 - P) g⟩` by exactly the
overlap of the components of `f` and `g` that the truncation loses. -/
theorem truncation_error {P' P : E →ₗ[ℂ] E} (h : Nested P' P) (f g : E) :
    intermediateV P' f g - intermediateV P f g = inner ℂ ((P - P') f) ((P - P') g) := by
  simp only [intermediateV, LinearMap.sub_apply, inner_sub_left, inner_sub_right,
    h.large.symm, h.small.symm, h.large.idem, h.small.idem, h.le, h.absorb]
  ring

/-- The squared norm of a vector, as a complex number, is its inner product with itself. -/
private theorem norm_sq_eq_inner (x : E) : ((‖x‖ ^ 2 : ℝ) : ℂ) = inner ℂ x x :=
  (Complex.ofReal_pow _ _).trans (inner_self_eq_norm_sq_to_K (𝕜 := ℂ) x).symm

/-- For nested orthogonal projectors, the quadratic form of the error in `X` is the squared norm
of the lost component of the combined function `∑ c_i f_i`. -/
theorem X_error_quadratic_form [Fintype ι] {P' P : E →ₗ[ℂ] E} (h : Nested P' P)
    (f : ι → E) (c : ι → ℂ) :
    star c ⬝ᵥ ((intermediateX P' f - intermediateX P f) *ᵥ c)
      = ((‖(P - P') (∑ i, c i • f i)‖ ^ 2 : ℝ) : ℂ) := by
  have e : ∀ i j, (intermediateX P' f - intermediateX P f) i j
      = inner ℂ ((P - P') (f i)) ((P - P') (f j)) :=
    fun i j => truncation_error h (f i) (f j)
  rw [norm_sq_eq_inner, map_sum, sum_inner]
  -- compare the two double sums term by term
  refine Finset.sum_congr rfl fun i _ => ?_
  rw [inner_sum]
  simp only [Matrix.mulVec, dotProduct]
  rw [Finset.mul_sum]
  refine Finset.sum_congr rfl fun j _ => ?_
  rw [e i j]
  simp only [map_smul, inner_smul_left, inner_smul_right, Pi.star_apply, starRingEnd_apply]
  ring

/-- For nested orthogonal projectors and finitely many `f_i`, replacing `P` by `P'` adds a positive
semidefinite matrix to `X`. -/
theorem X_error_posSemidef [Fintype ι] {P' P : E →ₗ[ℂ] E} (h : Nested P' P) (f : ι → E) :
    (intermediateX P' f - intermediateX P f).PosSemidef := by
  have e : ∀ i j, (intermediateX P' f - intermediateX P f) i j
      = inner ℂ ((P - P') (f i)) ((P - P') (f j)) :=
    fun i j => truncation_error h (f i) (f j)
  refine Matrix.PosSemidef.of_dotProduct_mulVec_nonneg ?_ fun c => ?_
  · refine Matrix.IsHermitian.ext fun i j => ?_
    rw [e j i, e i j]
    exact inner_conj_symm _ _
  · rw [X_error_quadratic_form h]
    exact Complex.zero_le_real.mpr (sq_nonneg _)

/-- For nested orthogonal projectors, the error in `V` is at most the product of the norms of
the lost components of `f` and `g`. -/
theorem V_error_bound {P' P : E →ₗ[ℂ] E} (h : Nested P' P) (f g : E) :
    ‖intermediateV P' f g - intermediateV P f g‖ ≤ ‖(P - P') f‖ * ‖(P - P') g‖ := by
  rw [truncation_error h]
  exact norm_inner_le_norm _ _

/-- If the truncation between nested orthogonal projectors changes the projection of `f`, then
the error in `V` takes any prescribed complex value `z`, positive or negative ones included, for
some `g` that also gives equality in the error bound. -/
theorem V_error_any_sign {P' P : E →ₗ[ℂ] E} (h : Nested P' P) (f : E) (hf : P f ≠ P' f)
    (z : ℂ) :
    ∃ g, intermediateV P' f g - intermediateV P f g = z ∧
      ‖z‖ = ‖(P - P') f‖ * ‖(P - P') g‖ := by
  have hD : (P - P') f ≠ 0 := by
    rw [LinearMap.sub_apply]
    exact sub_ne_zero.mpr hf
  have hN : inner ℂ ((P - P') f) ((P - P') f) ≠ 0 := inner_self_ne_zero.mpr hD
  have hn : ‖(P - P') f‖ ≠ 0 := norm_ne_zero_iff.mpr hD
  have hI : ‖inner ℂ ((P - P') f) ((P - P') f)‖ = ‖(P - P') f‖ ^ 2 := by
    rw [← norm_sq_eq_inner, Complex.norm_real, Real.norm_of_nonneg (sq_nonneg _)]
  -- a multiple of `f` itself does it
  refine ⟨(z / inner ℂ ((P - P') f) ((P - P') f)) • f, ?_, ?_⟩
  · rw [truncation_error h, map_smul, inner_smul_right, div_mul_cancel₀ _ hN]
  · rw [map_smul, norm_smul, norm_div, hI]
    field_simp

/-- For nested orthogonal projectors, the truncation leaves `X` unchanged exactly when both
projectors agree on every `f_i`. -/
theorem X_exact_iff {P' P : E →ₗ[ℂ] E} (h : Nested P' P) (f : ι → E) :
    intermediateX P' f = intermediateX P f ↔ ∀ i, P' (f i) = P (f i) := by
  constructor
  · intro hX i
    -- a vanishing diagonal error is a vanishing squared norm
    have hd : intermediateV P' (f i) (f i) = intermediateV P (f i) (f i) :=
      congrFun (congrFun hX i) i
    have h0 := truncation_error h (f i) (f i)
    rw [hd, sub_self] at h0
    have h1 : (P - P') (f i) = 0 := inner_self_eq_zero.mp h0.symm
    rw [LinearMap.sub_apply] at h1
    exact (sub_eq_zero.mp h1).symm
  · intro hP
    ext i j
    change intermediateV P' (f i) (f j) = intermediateV P (f i) (f j)
    simp only [intermediateV, hP j]

/-- The projector onto the basis functions in `s`, in coordinates of an orthonormal basis. -/
def basisProj {n : Type*} [Fintype n] [DecidableEq n] (s : Finset n) :
    EuclideanSpace ℂ n →ₗ[ℂ] EuclideanSpace ℂ n where
  toFun x := WithLp.toLp 2 fun i => if i ∈ s then x.ofLp i else 0
  map_add' x y := by
    ext i
    by_cases hi : i ∈ s <;> simp [hi]
  map_smul' a x := by
    ext i
    by_cases hi : i ∈ s <;> simp [hi]

/-- The projector onto a subset of an orthonormal basis is an orthogonal projector. -/
theorem basisProj_isOrthProj {n : Type*} [Fintype n] [DecidableEq n] (s : Finset n) :
    IsOrthProj (basisProj s) where
  idem x := by
    ext i
    by_cases hi : i ∈ s <;> simp [basisProj, hi]
  symm x y := by
    simp only [PiLp.inner_apply]
    refine Finset.sum_congr rfl fun i _ => ?_
    by_cases hi : i ∈ s <;> simp [basisProj, hi]

/-- Subsets `s ⊆ t` of an orthonormal basis give nested orthogonal projectors, which differ on
each basis function that is in `t` but not in `s`. -/
theorem nested_witness {n : Type*} [Fintype n] [DecidableEq n] {s t : Finset n} (h : s ⊆ t) :
    Nested (basisProj s) (basisProj t) ∧
      ∀ i ∈ t, i ∉ s → basisProj t (WithLp.toLp 2 (Pi.single i 1))
        ≠ basisProj s (WithLp.toLp 2 (Pi.single i 1)) := by
  refine ⟨⟨basisProj_isOrthProj s, basisProj_isOrthProj t, fun x => ?_⟩, ?_⟩
  · ext i
    by_cases hi : i ∈ s
    · simp [basisProj, hi, h hi]
    · simp [basisProj, hi]
  · intro i hit his e
    have e' := congrArg (fun x => x.ofLp i) e
    simp [basisProj, hit, his] at e'

end

end F12RITruncation
```

```lean
#print axioms F12RITruncation.X_error_posSemidef
-- 'F12RITruncation.X_error_posSemidef' depends on axioms: [propext, Classical.choice, Quot.sound]
#print axioms F12RITruncation.V_error_bound
-- 'F12RITruncation.V_error_bound' depends on axioms: [propext, Classical.choice, Quot.sound]
#print axioms F12RITruncation.V_error_any_sign
-- 'F12RITruncation.V_error_any_sign' depends on axioms: [propext, Classical.choice, Quot.sound]
#print axioms F12RITruncation.X_exact_iff
-- 'F12RITruncation.X_exact_iff' depends on axioms: [propext, Classical.choice, Quot.sound]
```

The space `E` is any complex inner product space. Neither finite dimension nor completeness is assumed, so a reference $P$ of infinite rank is allowed. The inner product is conjugate-linear in its first argument, as in Dirac notation.

`IsOrthProj` says that a linear map is idempotent and symmetric; its field `symm` is the self-adjointness relation. `Nested P' P` says that both maps are orthogonal projectors and that $PP'=P'$, which is the field `le`. The smaller projector comes first.

`intermediateV P f g` is the single element $\langle f,(1-P)g\rangle$. The name is wider than textbook use, because `g` may be any vector, and `intermediateX` is built from the same expression with a geminal in both places. The family `f` is indexed by a type `ι`, which is finite where sums over coefficients occur.

The main theorems read as follows.

- `truncation_error` is the exact formula $\langle Df,Dg\rangle$ for truncated minus reference.
- `X_error_quadratic_form` identifies the quadratic form of $\Delta X$ with a squared norm, and `X_error_posSemidef` states that the matrix is positive semidefinite, Hermiticity included.
- `V_error_bound` is the product bound.
- `V_error_any_sign` says that if `P f ≠ P' f`, then for every complex `z` some `g` gives the error `z` with equality in the bound.
- `X_exact_iff` says that $X$ is unchanged exactly when the projectors agree on every `f i`.
- `nested_witness` supplies concrete nested pairs: subsets `s ⊆ t` of an orthonormal basis, whose projectors differ on each basis vector in `t` but not in `s`.

Nesting stands for an auxiliary space that is enlarged by adding functions and never by exchanging them. A larger rank alone does not secure the sign. If $P'$ projects onto the first axis of $\mathbb C^3$ and $P$ onto the other two, then $f=(1,0,0)$ has the error $0-1=-1$ in its diagonal element of $X$. Two auxiliary sets optimised separately need not be nested.

One step separates the model from your calculation. There, $g$ is fixed by the Coulomb operator and an orbital pair, whereas `V_error_any_sign` is free to choose it. The theorem shows that the projectors and the geminal alone do not determine a sign; it does not say which sign your pair will have.

For explicitly correlated electronic structure calculations with nested orthogonal projectors, the result gives a simple diagnostic: a diagonal element of $X$ that rises when the auxiliary space grows points to a fault or to lost nesting, while a rising element of $V$ does not. The sign of the energy error stays open, since the energy depends on $V$ and on further intermediates as well as on $X$.

### From the adjoint relation to the sign of the error

`Nested.absorb` is the relation $P'P=P'$. It tests both sides against an arbitrary `y` and moves the projectors across the inner product, as in the chain of equalities above.

`truncation_error` expands both sides into inner products. The `simp only` call moves every projector to the right-hand argument and applies idempotence, $PP'=P'$ and $P'P=P'$. What remains is an identity between complex numbers, which `ring` closes.

The auxiliary lemma `norm_sq_eq_inner` writes a squared norm as $\langle x,x\rangle$. `X_error_quadratic_form` uses it to turn the right-hand side into a double sum, then compares the two double sums term by term; the scalars leave the inner product as $c_i^*$ and $c_j$. `X_error_posSemidef` takes Hermiticity from the conjugate symmetry of the inner product and nonnegativity from the quadratic form.

`V_error_bound` rewrites the error by the exact formula and applies Cauchy–Schwarz, `norm_inner_le_norm`. `V_error_any_sign` first derives $Df\neq0$ from the hypothesis, so that the division by $\langle Df,Df\rangle=\|Df\|^2$ is legitimate. It then supplies the multiple of `f` used above and checks the error and the norm equality separately.

In `X_exact_iff`, the forward direction reads off a diagonal element, where a vanishing error means $\langle Df_i,Df_i\rangle=0$ and hence $Df_i=0$. The reverse direction substitutes the equal projections into the definition.

`basisProj` keeps the coordinates in `s` and sets the others to zero. Its projector properties and the nesting are checked coordinate by coordinate, according to whether the index lies in the subset. For a basis vector in `t` but not in `s`, equal projections would give $1=0$ in that coordinate.

### The diagonal of X controls its off-diagonal errors

The same argument with $g=f_j$ bounds the other elements of $X$. Since $\|Df_i\|^2=\Delta X_{ii}$, the product bound becomes

$$|\Delta X_{ij}|\le\sqrt{\Delta X_{ii}\,\Delta X_{jj}} .$$

Off-diagonal elements may therefore move in either direction, as those of $V$ do, but once the diagonal errors are small they are small too. In the example above, $|-2|=\sqrt{1\cdot4}$.
